# A fermion pair and its hard-core boson image share site densities but can differ in natural occupations

## Reading boson data from a fermion calculation

Hard-core bosons that hop between neighbouring sites of an open chain and have no further interaction can be treated by solving for free spinless fermions and then changing signs in the wavefunction. Site densities may be read off before the signs are changed. Natural occupations, the eigenvalues of the one-body density matrix, can change with the signs, so the fermion values cannot in general be taken over for the bosons. The results below show this for two particles with real amplitudes on finitely many sites; no Hamiltonian enters.

## Pair amplitudes and the sign map

Let \(\psi_{ij}\) be the amplitude for the first particle on site \(i\) and the second on site \(j\). For spinless fermions \(\psi^T=-\psi\), and normalisation means \(\sum_{ij}\psi_{ij}^2=1\). The one-body density matrix is \(\gamma=2\psi\psi^T\), with trace 2; its diagonal holds the site densities. The mapped state \(\varphi\) has \(\varphi_{ij}=\psi_{ij}\) if \(i<j\) and \(\varphi_{ij}=-\psi_{ij}\) otherwise.

In Lean, `ψ` is a real matrix indexed by `Fin n`, `rdm ψ` is \(\gamma\), and `fermiBose ψ` is \(\varphi\). Antisymmetry and normalisation are the hypotheses `hA` and `hN`. The state `uniformPair n` has entries `amp n` \(=1/\sqrt{n(n-1)}\) above the diagonal and the opposite below.

The theorems state:

- `fermiBose_hardCore`: for antisymmetric \(\psi\), \(\varphi\) is symmetric and vanishes on double occupancy.
- `fermiBose_density`: \(\psi\) and \(\varphi\) have equal site densities.
- `pauli_bound`: for a normalised fermion pair and a real vector \(v\) with \(v\cdot v=1\), \(v\cdot\gamma v\le 1\).
- `boson_constant_orbital`: for the mapped uniform pair on \(n+2\) sites, the constant vector is an eigenvector of \(\gamma\) with eigenvalue \(2(n+1)/(n+2)\). The normalised orbital has entries \(1/\sqrt{n+2}\).
- `same_density_different_occupations`: on three sites the mapped uniform pair is the entrywise absolute value of the fermion pair, the densities agree, and the characteristic polynomials have roots \(1,1,0\) for fermions and \(4/3,1/3,1/3\) for bosons.

In electronic structure, with sites read as orthonormal spin orbitals, `pauli_bound` is the upper limit on occupations for a real two-electron state in a finite basis.

## Densities and the Pauli bound

Since \(\gamma_{ii}=2\sum_j\psi_{ij}^2\), signs drop out of the densities. For \(i<j\), antisymmetry gives \(\varphi_{ji}=-\psi_{ji}=\psi_{ij}=\varphi_{ij}\), and \(\psi_{ii}=-\psi_{ii}\) forces \(\varphi_{ii}=0\).

For the bound, put \(w=\psi v\). Then \(\psi^Tv=-w\), so \(v\cdot\gamma v=2\,w\cdot w\). Also \(v\cdot\psi w=-w\cdot w\). Expanding a sum of squares,
\[
\begin{aligned}
0&\le\sum_{ij}(\psi_{ij}-w_iv_j+v_iw_j)^2\\
&=1-2\,w\cdot w-2\,w\cdot w+2\,(w\cdot w)(v\cdot v)-2(w\cdot v)^2\\
&=1-2\,w\cdot w-2(w\cdot v)^2 .
\end{aligned}
\]
Hence \(2\,w\cdot w\le1\).

Antisymmetry is essential: on one site, \(\psi_{11}=1\) is normalised but symmetric, and \(v_1=1\) has occupation 2.

## The uniform pair

On \(n+2\) sites let \(a^2=1/((n+2)(n+1))\). Each row of \(\varphi\) has \(n+1\) entries \(a\), so applying \(\varphi\) twice to the constant vector multiplies it by \((n+1)^2a^2\). Doubling gives \(2(n+1)/(n+2)\).

On three sites \(a^2=1/6\), and
\[
\gamma_F=\frac13\begin{pmatrix}2&1&-1\\1&2&1\\-1&1&2\end{pmatrix},\qquad
\gamma_B=\frac13\begin{pmatrix}2&1&1\\1&2&1\\1&1&2\end{pmatrix}.
\]
With \(y=x-2/3\), the determinants are
\[
\begin{aligned}
\det(x-\gamma_F)&=y^3-\tfrac y3+\tfrac2{27}=x(x-1)^2,\\
\det(x-\gamma_B)&=y^3-\tfrac y3-\tfrac2{27}=(x-\tfrac43)(x-\tfrac13)^2 .
\end{aligned}
\]

## The Lean file

```lean
import Mathlib

open Matrix

namespace HardCorePairs

noncomputable section

/-- One-body density matrix `2 ψ ψᵀ` of a two-particle state with real amplitudes `ψ i j`. -/
def rdm {n : ℕ} (ψ : Matrix (Fin n) (Fin n) ℝ) : Matrix (Fin n) (Fin n) ℝ :=
  (2 : ℝ) • (ψ * ψᵀ)

/-- Fermi–Bose map on a chain: the amplitude changes sign unless the first particle
sits to the left of the second. -/
def fermiBose {n : ℕ} (ψ : Matrix (Fin n) (Fin n) ℝ) : Matrix (Fin n) (Fin n) ℝ :=
  Matrix.of fun i j => if i < j then ψ i j else -ψ i j

/-- The amplitude `1/√(n(n-1))` of the uniform pair state on `n` sites. -/
def amp (n : ℕ) : ℝ := 1 / √((n : ℝ) * ((n : ℝ) - 1))

/-- Uniform fermion pair: equal amplitudes above the diagonal, opposite ones below. -/
def uniformPair (n : ℕ) : Matrix (Fin n) (Fin n) ℝ :=
  Matrix.of fun i j => if i < j then amp n else if j < i then -amp n else 0

/-- The squared amplitude of the uniform pair on `n + 2` sites is `1/((n+2)(n+1))`. -/
theorem amp_sq (n : ℕ) : amp (n + 2) * amp (n + 2) = 1 / (((n : ℝ) + 2) * (n + 1)) := by
  have e : ((n + 2 : ℕ) : ℝ) * (((n + 2 : ℕ) : ℝ) - 1) = ((n : ℝ) + 2) * (n + 1) := by
    push_cast
    ring
  rw [amp, e, div_mul_div_comm, one_mul, Real.mul_self_sqrt (by positivity)]

private theorem sum_off {n : ℕ} (i : Fin (n + 2)) (a : ℝ) :
    ∑ j, (if i = j then 0 else a) = ((n : ℝ) + 1) * a := by
  have h : ∀ j, (if i = j then 0 else a) = a - (if i = j then a else 0) := by
    intro j
    split_ifs <;> simp
  simp only [h, Finset.sum_sub_distrib, Finset.sum_ite_eq, Finset.mem_univ, if_true,
    Finset.sum_const, Finset.card_univ, Fintype.card_fin, nsmul_eq_mul]
  push_cast
  ring

/-- The map turns antisymmetric amplitudes into symmetric ones that vanish when both
particles are on the same site. -/
theorem fermiBose_hardCore {n : ℕ} (ψ : Matrix (Fin n) (Fin n) ℝ) (hA : ψᵀ = -ψ) :
    (fermiBose ψ)ᵀ = fermiBose ψ ∧ ∀ i, fermiBose ψ i i = 0 := by
  have h : ∀ i j, ψ j i = -ψ i j := fun i j => congrFun (congrFun hA i) j
  constructor
  · ext i j
    rcases lt_trichotomy i j with hij | hij | hij
    · simp [fermiBose, hij, hij.not_gt, h i j]
    · subst hij
      rfl
    · simp [fermiBose, hij, hij.not_gt, h i j]
  · intro i
    have := h i i
    simp only [fermiBose, Matrix.of_apply, lt_irrefl, if_false]
    linarith

/-- The Fermi–Bose map leaves the density on every site unchanged. -/
theorem fermiBose_density {n : ℕ} (ψ : Matrix (Fin n) (Fin n) ℝ) (i : Fin n) :
    rdm (fermiBose ψ) i i = rdm ψ i i := by
  simp only [rdm, Matrix.smul_apply, Matrix.mul_apply, Matrix.transpose_apply]
  congr 1
  refine Finset.sum_congr rfl fun j _ => ?_
  simp only [fermiBose, Matrix.of_apply]
  split_ifs <;> ring

/-- Pauli bound: in a normalised real fermion pair state, no normalised real orbital has
occupation above one. -/
theorem pauli_bound {n : ℕ} (ψ : Matrix (Fin n) (Fin n) ℝ) (hA : ψᵀ = -ψ)
    (hN : ∑ i, ∑ j, ψ i j ^ 2 = 1) (v : Fin n → ℝ) (hv : v ⬝ᵥ v = 1) :
    v ⬝ᵥ (rdm ψ *ᵥ v) ≤ 1 := by
  obtain ⟨w, hw⟩ : ∃ w, w = ψ *ᵥ v := ⟨_, rfl⟩
  -- the occupation is twice the squared length of `w = ψ v`
  have hocc : v ⬝ᵥ (rdm ψ *ᵥ v) = 2 * (w ⬝ᵥ w) := by
    rw [rdm, Matrix.smul_mulVec, dotProduct_smul, ← Matrix.mulVec_mulVec,
      Matrix.dotProduct_mulVec, ← Matrix.mulVec_transpose, hA, Matrix.neg_mulVec, ← hw,
      neg_dotProduct_neg, smul_eq_mul]
  have h1 : ∑ i, ∑ j, w i * (ψ i j * v j) = w ⬝ᵥ w := by
    have h : ∀ i, ∑ j, ψ i j * v j = w i := fun i => by rw [hw]; rfl
    simp only [← Finset.mul_sum, h, dotProduct]
  have h2 : ∑ i, ∑ j, v i * (ψ i j * w j) = -(w ⬝ᵥ w) := by
    have h : ∑ i, ∑ j, v i * (ψ i j * w j) = v ⬝ᵥ (ψ *ᵥ w) := by
      simp only [← Finset.mul_sum]
      rfl
    rw [h, Matrix.dotProduct_mulVec, ← Matrix.mulVec_transpose, hA, Matrix.neg_mulVec,
      ← hw, neg_dotProduct]
  have h3 (a b c d : Fin n → ℝ) :
      ∑ i, ∑ j, (a i * b i) * (c j * d j) = (a ⬝ᵥ b) * (c ⬝ᵥ d) := by
    simp only [dotProduct, Finset.sum_mul_sum]
  -- compare `ψ` with the unnormalised antisymmetrised product of `w` and `v`
  have hpos : 0 ≤ ∑ i, ∑ j, (ψ i j - (w i * v j - v i * w j)) ^ 2 :=
    Finset.sum_nonneg fun i _ => Finset.sum_nonneg fun j _ => sq_nonneg _
  have e : ∑ i, ∑ j, (ψ i j - (w i * v j - v i * w j)) ^ 2 =
      ∑ i, ∑ j, ψ i j ^ 2 - 2 * ∑ i, ∑ j, w i * (ψ i j * v j)
        + 2 * ∑ i, ∑ j, v i * (ψ i j * w j) + ∑ i, ∑ j, (w i * w i) * (v j * v j)
        + ∑ i, ∑ j, (v i * v i) * (w j * w j)
        - 2 * ∑ i, ∑ j, (w i * v i) * (w j * v j) := by
    simp only [Finset.mul_sum, ← Finset.sum_add_distrib, ← Finset.sum_sub_distrib]
    refine Finset.sum_congr rfl fun i _ => Finset.sum_congr rfl fun j _ => ?_
    ring
  rw [e, hN, h1, h2, h3, h3, h3, hv] at hpos
  rw [hocc]
  nlinarith [mul_self_nonneg (w ⬝ᵥ v)]

/-- The uniform pair on `n + 2` sites is antisymmetric and normalised. -/
theorem uniformPair_witness (n : ℕ) :
    (uniformPair (n + 2))ᵀ = -uniformPair (n + 2) ∧
      ∑ i, ∑ j, uniformPair (n + 2) i j ^ 2 = 1 := by
  constructor
  · ext i j
    rcases lt_trichotomy i j with h | h | h
    · simp [uniformPair, h, h.not_gt]
    · simp [uniformPair, h]
    · simp [uniformPair, h, h.not_gt]
  · have h : ∀ i j, uniformPair (n + 2) i j ^ 2 =
        if i = j then 0 else amp (n + 2) * amp (n + 2) := by
      intro i j
      rcases lt_trichotomy i j with h | h | h
      · simp [uniformPair, h, h.ne, pow_two]
      · simp [uniformPair, h]
      · simp [uniformPair, h, h.ne', h.not_gt, pow_two]
    simp only [h, sum_off, amp_sq, Finset.sum_const, Finset.card_univ, Fintype.card_fin,
      nsmul_eq_mul]
    push_cast
    field_simp

/-- The mapped uniform pair has the same amplitude for every two distinct sites. -/
theorem fermiBose_uniformPair (n : ℕ) (i j : Fin n) :
    fermiBose (uniformPair n) i j = if i = j then 0 else amp n := by
  rcases lt_trichotomy i j with h | h | h
  · simp [fermiBose, uniformPair, h, h.ne]
  · simp [fermiBose, uniformPair, h]
  · simp [fermiBose, uniformPair, h, h.ne', h.not_gt]

/-- For the mapped uniform pair on `n + 2` sites, the constant orbital is a natural orbital
with occupation `2(n+1)/(n+2)`. -/
theorem boson_constant_orbital (n : ℕ) :
    rdm (fermiBose (uniformPair (n + 2))) *ᵥ (fun _ => (1 : ℝ)) =
      (2 * ((n : ℝ) + 1) / (n + 2)) • (fun _ => (1 : ℝ)) := by
  have hB : ∀ a : ℝ, fermiBose (uniformPair (n + 2)) *ᵥ (fun _ => a) =
      fun _ => ((n : ℝ) + 1) * (amp (n + 2) * a) := by
    intro a
    funext i
    simp only [Matrix.mulVec, dotProduct, fermiBose_uniformPair, ite_mul, zero_mul]
    exact sum_off i _
  rw [rdm, Matrix.smul_mulVec, ← Matrix.mulVec_mulVec,
    (fermiBose_hardCore _ (uniformPair_witness n).1).1, hB, hB]
  funext i
  simp only [Pi.smul_apply, smul_eq_mul]
  calc 2 * (((n : ℝ) + 1) * (amp (n + 2) * (((n : ℝ) + 1) * (amp (n + 2) * 1))))
      = 2 * ((n : ℝ) + 1) ^ 2 * (amp (n + 2) * amp (n + 2)) := by ring
    _ = 2 * ((n : ℝ) + 1) / (n + 2) * 1 := by
      rw [amp_sq]
      field_simp

/-- On three sites the mapped uniform pair is the entrywise absolute value of the fermion
pair and has the same site densities, but the occupations are 1, 1, 0 for the fermions and
4/3, 1/3, 1/3 for the hard-core bosons, as roots of the characteristic polynomials. -/
theorem same_density_different_occupations :
    fermiBose (uniformPair 3) = (uniformPair 3).map (fun x => |x|) ∧
    (∀ i, rdm (fermiBose (uniformPair 3)) i i = rdm (uniformPair 3) i i) ∧
    (∀ x : ℝ, (x • (1 : Matrix (Fin 3) (Fin 3) ℝ) - rdm (uniformPair 3)).det
      = x * (x - 1) ^ 2) ∧
    (∀ x : ℝ, (x • (1 : Matrix (Fin 3) (Fin 3) ℝ) - rdm (fermiBose (uniformPair 3))).det
      = (x - 4 / 3) * (x - 1 / 3) ^ 2) := by
  have hc : amp 3 * amp 3 = 1 / 6 := (amp_sq 1).trans (by norm_num)
  have h0 : 0 ≤ amp 3 := by
    unfold amp
    positivity
  have hA : uniformPair 3 =
      !![0, amp 3, amp 3; -amp 3, 0, amp 3; -amp 3, -amp 3, 0] := by
    ext i j
    fin_cases i <;> fin_cases j <;> simp [uniformPair]
  have hB : fermiBose (uniformPair 3) =
      !![0, amp 3, amp 3; amp 3, 0, amp 3; amp 3, amp 3, 0] := by
    ext i j
    rw [fermiBose_uniformPair]
    fin_cases i <;> fin_cases j <;> simp
  -- the two density matrices in the site basis
  have hF : rdm (uniformPair 3) =
      !![2/3, 1/3, -1/3; 1/3, 2/3, 1/3; -1/3, 1/3, 2/3] := by
    rw [hA]
    ext i j
    simp only [rdm, Matrix.smul_apply, Matrix.mul_apply, Matrix.transpose_apply,
      Fin.sum_univ_three, smul_eq_mul]
    fin_cases i <;> fin_cases j <;> simp <;> linarith
  have hH : rdm (fermiBose (uniformPair 3)) =
      !![2/3, 1/3, 1/3; 1/3, 2/3, 1/3; 1/3, 1/3, 2/3] := by
    rw [hB]
    ext i j
    simp only [rdm, Matrix.smul_apply, Matrix.mul_apply, Matrix.transpose_apply,
      Fin.sum_univ_three, smul_eq_mul]
    fin_cases i <;> fin_cases j <;> simp <;> linarith
  refine ⟨?_, fermiBose_density _, fun x => ?_, fun x => ?_⟩
  · rw [hB, hA]
    ext i j
    fin_cases i <;> fin_cases j <;> simp [abs_of_nonneg h0]
  · rw [hF, Matrix.det_fin_three]
    simp
    ring
  · rw [hH, Matrix.det_fin_three]
    simp
    ring

end

end HardCorePairs
```

```lean
#print axioms HardCorePairs.pauli_bound
-- 'HardCorePairs.pauli_bound' depends on axioms: [propext, Classical.choice, Quot.sound]
#print axioms HardCorePairs.boson_constant_orbital
-- 'HardCorePairs.boson_constant_orbital' depends on axioms: [propext, Classical.choice, Quot.sound]
#print axioms HardCorePairs.same_density_different_occupations
-- 'HardCorePairs.same_density_different_occupations' depends on axioms: [propext, Classical.choice, Quot.sound]
```

## How the proof follows the algebra

In `pauli_bound`, `hocc` is the identity \(v\cdot\gamma v=2\,w\cdot w\). The facts `h1` and `h2` evaluate the cross terms, `h3` factorises double sums into dot products, and `e` is the expansion. The closing `nlinarith` discards \((w\cdot v)^2\ge0\). `uniformPair_witness` shows that the uniform pair meets both hypotheses on the state.

The lemma `sum_off` counts the \(n+1\) off-diagonal entries in a row. In `boson_constant_orbital`, `hB` applies \(\varphi\) to a constant vector; symmetry from `fermiBose_hardCore` lets it be used twice, and `amp_sq` supplies \(a^2\).

For three sites, `hA` and `hB` write out the amplitudes, while `hF` and `hH` check the density matrices entry by entry using \(a^2=1/6\). `Matrix.det_fin_three` expands each determinant, and `ring` confirms its factorisation.
